# For curves with $|f''|\le M$, data accurate to $\varepsilon$ cannot guarantee a slope error below $\sqrt{M\varepsilon}$

When a force or a dipole moment is computed from energies at displaced geometries or field strengths, a step $h$ must be chosen. With a large step, changes in the curvature of the energy can distort the result, and a small step magnifies the convergence error of the energies. For a one-parameter energy curve with bounded curvature, the problems below give a step for the central difference and a limit on the worst-case accuracy of any rule that works from the energy values alone.

## Curves, data and rules

Let $f:\mathbb R\to\mathbb R$ be the exact curve, with the slope wanted at the origin. Two positive constants describe the situation. The number $M$ bounds $|f''|$; for an energy as a function of a displacement it is a largest force constant, and as a function of a field it is a largest polarizability. The number $\varepsilon$, written `eps` in the code, bounds the error of each energy value, as left by an iteration stopped at a finite threshold.

```lean
import Mathlib

open scoped ContDiff

namespace DifferentiationNoiseFloor

noncomputable section
```

`SmoothCurve M f` says that $f$ is infinitely differentiable and that $|f''(x)|\le M$ for every real $x$. The bound over the whole line is an idealisation: a potential curve with a steep repulsive wall satisfies it only on a limited range.

```lean
/-- A smooth curve whose second derivative is at most `M` in absolute value everywhere. -/
def SmoothCurve (M : ℝ) (f : ℝ → ℝ) : Prop :=
  ContDiff ℝ ∞ f ∧ ∀ x, |deriv (deriv f) x| ≤ M
```

`NoisyData eps f d` says that the data $d$ satisfy $|d(x)-f(x)|\le\varepsilon$ everywhere. The data need not be continuous, and the error has no statistical distribution, so this is a worst-case model.

```lean
/-- Data `d` that reproduce the curve `f` with an error of at most `eps` at every point. -/
def NoisyData (eps : ℝ) (f d : ℝ → ℝ) : Prop :=
  ∀ x, |d x - f x| ≤ eps
```

The limit comes from sine waves $a\sin(kx)$ with amplitude $a$ and wave number $k$.

```lean
/-- A sine wave of amplitude `a` and wave number `k`. -/
def probe (a k : ℝ) : ℝ → ℝ := fun x => a * Real.sin (k * x)
```

The central difference with step $h$ is $\dfrac{d(h)-d(-h)}{2h}$.

```lean
/-- The central difference quotient of the data `d` at the origin with step `h`. -/
def centralRule (h : ℝ) (d : ℝ → ℝ) : ℝ := (d h - d (-h)) / (2 * h)
```

A general differentiation rule is any function `R : (ℝ → ℝ) → ℝ`. It receives the data at all points at once and returns one number. It may be nonlinear and may be designed with $M$ and $\varepsilon$ known.

## (a) The slope of a sine wave

**Task.** Differentiate $p(x)=a\sin(kx)$.

**Solution.** The inner function $kx$ has derivative $k$, so the chain rule gives $p'(x)=ak\cos(kx)$. In Lean, `HasDerivAt` statements for the inner function and for the wave carry out the same two steps.

```lean
/-- The slope of the sine wave is a cosine wave of amplitude `a k`. -/
theorem deriv_probe (a k : ℝ) :
    deriv (probe a k) = fun x => a * k * Real.cos (k * x) := by
  funext x
  have h : HasDerivAt (fun y : ℝ => k * y) k x := by
    simpa using (hasDerivAt_id' x).const_mul k
  have h2 : HasDerivAt (probe a k) (a * (Real.cos (k * x) * k)) x :=
    h.sin.const_mul a
  rw [h2.deriv]
  ring
```

## (b) The curvature of a sine wave

**Task.** Show that $p$ is smooth with $|p''|\le |a|k^2$.

**Solution.** The wave is a composition and product of smooth functions. Differentiating (a) once more gives $p''(x)=-ak^2\sin(kx)$, and $|\sin|\le1$ gives the bound. The last line of the proof is this final inequality.

```lean
/-- A sine wave of amplitude `a` and wave number `k` is a smooth curve with second derivative at
most `|a| k ^ 2` in absolute value. -/
theorem probe_smoothCurve (a k : ℝ) : SmoothCurve (|a| * k ^ 2) (probe a k) := by
  refine ⟨contDiff_const.mul
    (Real.contDiff_sin.comp (contDiff_const.mul contDiff_id)), fun x => ?_⟩
  have h : HasDerivAt (fun y : ℝ => k * y) k x := by
    simpa using (hasDerivAt_id' x).const_mul k
  have h2 : HasDerivAt (fun y => a * k * Real.cos (k * y))
      (a * k * (-Real.sin (k * x) * k)) x := h.cos.const_mul (a * k)
  rw [deriv_probe, h2.deriv,
    show a * k * (-Real.sin (k * x) * k) = -(a * k ^ 2 * Real.sin (k * x)) by ring,
    abs_neg, abs_mul, abs_mul, abs_of_nonneg (sq_nonneg k)]
  exact mul_le_of_le_one_right (by positivity) (Real.abs_sin_le_one _)
```

## (c) The noise floor

**Task.** Given any rule $R$, find a curve $f$ and admissible data $d$ with $|R(d)-f'(0)|\ge\sqrt{M\varepsilon}$.

**Solution.** Put $k=\sqrt{M/\varepsilon}$. Then $\varepsilon k^2=M$ and $\varepsilon k=\sqrt{M\varepsilon}$. By (b), both waves $f_\pm(x)=\pm\varepsilon\sin(kx)$ have curvature at most $M$. Both stay within $\varepsilon$ of zero, so the data $d=0$ are admissible for either. By (a), their slopes at the origin are $\pm\varepsilon k$.

The rule sees only $d=0$ and returns one number $r=R(0)$.

- If $r\le0$, take $f_+$: $|r-\varepsilon k|\ge\varepsilon k-r\ge\varepsilon k$.
- If $r\ge0$, take $f_-$: $|r+\varepsilon k|\ge r+\varepsilon k\ge\varepsilon k$.

In the proof, `key` establishes that the waves are admissible, `slope` gives their slopes, and `le_total` splits on the sign of $r$.

The curve is chosen after the rule, so a given rule may still do well on a given curve. A Hellmann–Feynman force is computed from the wave function and the derivative of the Hamiltonian instead of from energy values, so it is not a rule of this kind.

```lean
/-- Noise floor: for every rule `R` that turns data into a slope there are a smooth curve with
second derivative at most `M` in absolute value and data accurate to `eps` for which `R` misses the
slope at the origin by at least `√(M eps)`. -/
theorem noise_floor {M eps : ℝ} (hM : 0 < M) (he : 0 < eps) (R : (ℝ → ℝ) → ℝ) :
    ∃ f d : ℝ → ℝ, SmoothCurve M f ∧ NoisyData eps f d ∧
      √(M * eps) ≤ |R d - deriv f 0| := by
  obtain ⟨k, hk, hk2⟩ : ∃ k : ℝ, 0 < k ∧ eps * k ^ 2 = M := by
    refine ⟨√(M / eps), Real.sqrt_pos.2 (by positivity), ?_⟩
    rw [Real.sq_sqrt (by positivity)]
    field_simp
  have hs : √(M * eps) = eps * k := by
    rw [show M * eps = (eps * k) ^ 2 by rw [← hk2]; ring]
    exact Real.sqrt_sq (by positivity)
  -- every wave of amplitude `eps` is compatible with data that vanish identically
  have key : ∀ a : ℝ, |a| = eps →
      SmoothCurve M (probe a k) ∧ NoisyData eps (probe a k) (fun _ => 0) := by
    intro a ha
    constructor
    · have h := probe_smoothCurve a k
      rwa [ha, hk2] at h
    · intro x
      have h : |a * Real.sin (k * x)| ≤ eps := by
        rw [abs_mul, ha]
        exact mul_le_of_le_one_right he.le (Real.abs_sin_le_one _)
      simpa [probe] using h
  have slope : ∀ a : ℝ, deriv (probe a k) 0 = a * k := by
    intro a
    rw [deriv_probe]
    simp
  -- choose the wave whose slope has the sign opposite to the answer of the rule
  rcases le_total (R (fun _ => 0)) 0 with h | h
  · obtain ⟨h1, h2⟩ := key eps (abs_of_pos he)
    refine ⟨probe eps k, fun _ => 0, h1, h2, ?_⟩
    rw [slope, hs]
    linarith [neg_le_abs (R (fun _ => 0) - eps * k)]
  · obtain ⟨h1, h2⟩ := key (-eps) (by rw [abs_neg, abs_of_pos he])
    refine ⟨probe (-eps) k, fun _ => 0, h1, h2, ?_⟩
    rw [slope, hs]
    linarith [le_abs_self (R (fun _ => 0) - -eps * k)]
```

## (d) The symmetric increment

**Task.** Let $f$ be differentiable with $|f'(x)-f'(0)|\le M|x|$ for all $x$, and let $h\ge0$. Show that
$$f(h)-f(-h)-2hf'(0)\le Mh^2 .$$

**Solution.** Define the gap between the two sides at step $t$,
$$g(t)=Mt^2-\bigl[f(t)-f(-t)-2tf'(0)\bigr].$$
Its derivative is
$$g'(t)=2Mt-\bigl[f'(t)-f'(0)\bigr]-\bigl[f'(-t)-f'(0)\bigr].$$
For $t\ge0$ each bracket is at most $Mt$, so $g'(t)\ge0$. Since $g(0)=0$, it follows that $g(h)\ge0$.

The upper bound on the error turns on the Mathlib theorem `monotoneOn_of_deriv_nonneg`. It takes a convex set, here $[0,\infty)$, a function continuous on it and differentiable in its interior, and a proof that the derivative is nonnegative in the interior. It returns monotonicity on the whole set, including the endpoint $0$ where $g$ is known. The estimate thus needs no integral of $f'$ and no integrability argument. The statement `hd` supplies $g'$ and, with it, the continuity and differentiability.

```lean
/-- If the slope `f'` departs from its value at the origin by at most `M |x|`, the symmetric
increment of `f` exceeds its linear estimate by at most `M h ^ 2`. -/
theorem symmetric_increment_le {M h : ℝ} {f f' : ℝ → ℝ} (hh : 0 ≤ h)
    (hf : ∀ x, HasDerivAt f (f' x) x) (hb : ∀ x, |f' x - f' 0| ≤ M * |x|) :
    f h - f (-h) - 2 * h * f' 0 ≤ M * h ^ 2 := by
  have hd : ∀ t, HasDerivAt (fun s => M * s ^ 2 - (f s - f (-s) - 2 * s * f' 0))
      (M * (2 * t) - (f' t + f' (-t) - 2 * f' 0)) t := by
    intro t
    have h0 : HasDerivAt (fun s : ℝ => -s) (-1) t := (hasDerivAt_id' t).fun_neg
    have h1 : HasDerivAt (fun s => f (-s)) (f' (-t) * (-1)) t := (hf (-t)).comp t h0
    have h2 : HasDerivAt (fun s : ℝ => M * s ^ 2) (M * (2 * t)) t := by
      simpa using (hasDerivAt_pow 2 t).const_mul M
    have h3 : HasDerivAt (fun s : ℝ => 2 * s * f' 0) (2 * 1 * f' 0) t :=
      ((hasDerivAt_id' t).const_mul 2).mul_const (f' 0)
    exact (h2.fun_sub (((hf t).fun_sub h1).fun_sub h3)).congr_deriv (by ring)
  -- the gap between the two sides never decreases as the step grows
  have mono := monotoneOn_of_deriv_nonneg (convex_Ici (0 : ℝ))
    (fun t _ => (hd t).continuousAt.continuousWithinAt)
    (fun t _ => (hd t).differentiableAt.differentiableWithinAt)
    (fun t ht => by
      have ht0 : 0 ≤ t := interior_subset ht
      have h1 := (abs_le.1 (hb t)).2
      have h2 := (abs_le.1 (hb (-t))).2
      rw [abs_neg] at h2
      rw [abs_of_nonneg ht0] at h1 h2
      rw [(hd t).deriv]
      linarith)
  have h4 := mono (Set.mem_Ici.2 (le_refl (0 : ℝ))) (Set.mem_Ici.2 hh) hh
  simp only [neg_zero] at h4
  linarith
```

## (e) The error of the central difference

**Task.** For $h>0$, show that the central difference of admissible data misses $f'(0)$ by at most $Mh/2+\varepsilon/h$.

**Solution.** Since $|f''|\le M$, the mean value inequality applied to $f'$ gives $|f'(x)-f'(0)|\le M|x|$. Part (d), applied to $f$ and to $-f$, then gives
$$|f(h)-f(-h)-2hf'(0)|\le Mh^2 .$$
Replacing $f(\pm h)$ by $d(\pm h)$ changes the left side by at most $2\varepsilon$. Hence
$$\left|\frac{d(h)-d(-h)}{2h}-f'(0)\right|\le\frac{Mh^2+2\varepsilon}{2h}=\frac{Mh}{2}+\frac{\varepsilon}{h}.$$

The names `up` and `low` hold the two uses of (d), and `e1` and `e2` the data errors at $h$ and $-h$.

```lean
/-- The central difference of data accurate to `eps` misses the slope of a smooth curve with second
derivative at most `M` in absolute value by no more than `M h / 2 + eps / h`, for every step `h >
0`. -/
theorem centralRule_error {M eps h : ℝ} {f d : ℝ → ℝ} (hh : 0 < h)
    (hf : SmoothCurve M f) (hd : NoisyData eps f d) :
    |centralRule h d - deriv f 0| ≤ M * h / 2 + eps / h := by
  obtain ⟨hf1, hf2⟩ := contDiff_infty_iff_deriv.1 hf.1
  have hf3 := (contDiff_infty_iff_deriv.1 hf2).1
  have hb : ∀ x, |deriv f x - deriv f 0| ≤ M * |x| := by
    intro x
    have h1 := Convex.norm_image_sub_le_of_norm_deriv_le (f := deriv f) (C := M)
      (fun y _ => hf3 y) (fun y _ => hf.2 y) convex_univ
      (Set.mem_univ (0 : ℝ)) (Set.mem_univ x)
    simpa [Real.norm_eq_abs] using h1
  have up := symmetric_increment_le hh.le (fun x => (hf1 x).hasDerivAt) hb
  -- the same estimate for `-f` bounds the increment from below
  have low := symmetric_increment_le (M := M) (f := fun x => -f x)
    (f' := fun x => -deriv f x) hh.le (fun x => (hf1 x).hasDerivAt.fun_neg)
    (fun x => by
      rw [show -deriv f x - -deriv f 0 = -(deriv f x - deriv f 0) by ring, abs_neg]
      exact hb x)
  have e1 := abs_le.1 (hd h)
  have e2 := abs_le.1 (hd (-h))
  have hq : centralRule h d - deriv f 0
      = (d h - d (-h) - 2 * h * deriv f 0) / (2 * h) := by
    unfold centralRule
    field_simp
  have hr : (M * h / 2 + eps / h) * (2 * h) = M * h ^ 2 + 2 * eps := by
    field_simp
  rw [hq, abs_div, abs_of_pos (show 0 < 2 * h by positivity),
    div_le_iff₀ (by positivity), hr, abs_le]
  constructor <;> linarith [e1.1, e1.2, e2.1, e2.2]
```

## (f) A step that balances the two errors

**Task.** Evaluate the bound at $h=\sqrt{2\varepsilon/M}$.

**Solution.** Here $Mh^2=2\varepsilon$, so $\varepsilon/h=Mh/2$ and the two terms are equal. Their sum is $Mh$. Since $(Mh)^2=M\cdot Mh^2=2M\varepsilon$, the bound is $\sqrt{2M\varepsilon}$. The product of the two terms, $M\varepsilon/2$, does not depend on $h$, so their sum is smallest when they are equal.

**Numbers.** Take energies accurate to $\varepsilon=10^{-8}$ hartree and $M=0.5$ hartree/bohr². The balanced step is $h=\sqrt{4\times10^{-8}}=2\times10^{-4}$ bohr, and each term is $5\times10^{-5}$ hartree/bohr:

| $h$ (bohr) | $Mh/2$ | $\varepsilon/h$ | bound (hartree/bohr) |
|---|---|---|---|
| $2\times10^{-5}$ | $5\times10^{-6}$ | $5\times10^{-4}$ | $5.05\times10^{-4}$ |
| $2\times10^{-4}$ | $5\times10^{-5}$ | $5\times10^{-5}$ | $1.00\times10^{-4}$ |
| $2\times10^{-3}$ | $5\times10^{-4}$ | $5\times10^{-6}$ | $5.05\times10^{-4}$ |

The floor from (c) is $\sqrt{M\varepsilon}\approx7.1\times10^{-5}$ hartree/bohr. The waves behind it have $k\approx7.1\times10^{3}$ per bohr, much faster than a typical potential curve varies. If a moderate bound on $f'''$ is also known, such waves are excluded and a larger step can give a smaller error.

```lean
/-- With the step `√(2 eps / M)` the central difference misses the slope by at most
`√(2 M eps)`. -/
theorem centralRule_tuned {M eps : ℝ} (hM : 0 < M) (he : 0 < eps) {f d : ℝ → ℝ}
    (hf : SmoothCurve M f) (hd : NoisyData eps f d) :
    |centralRule (√(2 * eps / M)) d - deriv f 0| ≤ √(2 * M * eps) := by
  have hh : 0 < √(2 * eps / M) := Real.sqrt_pos.2 (by positivity)
  have h2 : M * √(2 * eps / M) ^ 2 = 2 * eps := by
    rw [Real.sq_sqrt (by positivity)]
    field_simp
  have hE := centralRule_error hh hf hd
  generalize √(2 * eps / M) = h at hh h2 hE ⊢
  -- at this step the curvature error and the noise error are equal
  have h3 : eps / h = M * h / 2 := by
    rw [div_eq_iff hh.ne']
    linear_combination (-1 / 2) * h2
  have h4 : √(2 * M * eps) = M * h := by
    rw [show 2 * M * eps = (M * h) ^ 2 by linear_combination (-M) * h2]
    exact Real.sqrt_sq (by positivity)
  rw [h4]
  linarith
```

## (g) The best guaranteed accuracy

**Task.** Show that every error bound $\delta$ guaranteed by some rule satisfies $\delta\ge\sqrt{M\varepsilon}$, and that some rule guarantees $\sqrt{2M\varepsilon}$.

**Solution.** Suppose $|R(d)-f'(0)|\le\delta$ for all admissible $f$ and $d$. Part (c) supplies an admissible pair for which the left side is at least $\sqrt{M\varepsilon}$, so $\sqrt{M\varepsilon}\le\delta$. For the second claim, take the central difference with the step from (f).

The two bounds differ by a factor $\sqrt2$, so within this class of curves no rule can improve on the worst-case guarantee of the balanced central difference by more than that factor.

```lean
/-- Every error bound `δ` guaranteed by some differentiation rule is at least `√(M eps)`, and
some rule guarantees the error bound `√(2 M eps)`. -/
theorem best_guaranteed_accuracy {M eps : ℝ} (hM : 0 < M) (he : 0 < eps) :
    (∀ (R : (ℝ → ℝ) → ℝ) (δ : ℝ),
      (∀ f d, SmoothCurve M f → NoisyData eps f d → |R d - deriv f 0| ≤ δ) →
        √(M * eps) ≤ δ) ∧
    ∃ R : (ℝ → ℝ) → ℝ, ∀ f d, SmoothCurve M f → NoisyData eps f d →
      |R d - deriv f 0| ≤ √(2 * M * eps) := by
  constructor
  · intro R δ hR
    obtain ⟨f, d, hf, hd, h⟩ := noise_floor hM he R
    exact h.trans (hR f d hf hd)
  · exact ⟨centralRule (√(2 * eps / M)), fun f d hf hd => centralRule_tuned hM he hf hd⟩

end

end DifferentiationNoiseFloor
```

```lean
#print axioms DifferentiationNoiseFloor.best_guaranteed_accuracy
-- 'DifferentiationNoiseFloor.best_guaranteed_accuracy' depends on axioms: [propext, Classical.choice, Quot.sound]
```
